# An ideal three-lead circulator from a ring with imaginary hopping

Electrons enter and leave a small conductor through leads. If source and detector are exchanged, does the transmission stay the same? For spinless electrons with time-reversal symmetry it does. A magnetic flux can break that symmetry, and with three leads the difference can be complete: everything entering lead 0 leaves through lead 1, everything entering lead 1 leaves through lead 2, and everything entering lead 2 leaves through lead 0. A ring of three sites does this at one energy.

The conductor is a finite set of sites, indexed by `n`, with one orbital per site and no interactions.

In Lean 4 with Mathlib:

```lean
import Mathlib

open Matrix Complex
open scoped ComplexOrder

namespace ThreeLeadCirculator

noncomputable section

variable {n : Type*} [Fintype n] [DecidableEq n]
```

## Scattering at zero energy

Let $H$ be the Hamiltonian matrix in the site basis. Each site has its own single-channel lead, which contributes a self-energy $-i$: an electron on the site can escape, and the resulting level half-width is the unit of energy. At energy zero the scattering matrix is

$$S = 1 - 2i\,(i-H)^{-1},$$

where $i$ inside the bracket means $i$ times the identity.

```lean
/-- The zero-energy scattering matrix `S = 1 - 2i (i - H)⁻¹` of a system in which every site is
coupled with unit strength to its own lead; its domain is the matrices `H` with `i - H`
invertible. The entry `S j k` is the amplitude from lead `k` to lead `j`. -/
def scatteringMatrix (H : Matrix n n ℂ) : Matrix n n ℂ :=
  1 - (2 * I) • (I • (1 : Matrix n n ℂ) - H)⁻¹
```

The entry `S j k` is the amplitude from lead $k$ to lead $j$. This formula is the definition here; its derivation from wave matching in actual leads is the step that connects the model to a device, and it is assumed.

The cyclic permutation $P$, called `cyc` in the code, sends $0\to1\to2\to0$, so $P_{10}=P_{21}=P_{02}=1$.

```lean
/-- The cyclic permutation of three leads, `0 → 1 → 2 → 0`. -/
def cyc : Matrix (Fin 3) (Fin 3) ℂ := !![0, 0, 1; 1, 0, 0; 0, 1, 0]
```

The ring has hopping of real strength $t$ with a phase of a quarter turn:

$$H = it\,(P-P^2).$$

For $t=\pm1$ the hopping phases around the ring amount to a quarter of a flux quantum, up to sign and whole quanta.

```lean
/-- The three-site ring with imaginary hopping of real strength `t`, `H = i t (P - P²)`. -/
def ringH (t : ℝ) : Matrix (Fin 3) (Fin 3) ℂ := ((t : ℂ) * I) • (cyc - cyc ^ 2)
```

## Hermiticity gives an invertible matrix and a unitary $S$

Suppose $(i-H)v=0$, so that $Hv=iv$. Then $v^\dagger Hv = i\,v^\dagger v$. Since $H$ is Hermitian, also $v^\dagger Hv=(Hv)^\dagger v=-i\,v^\dagger v$. Subtracting gives $2i\,v^\dagger v=0$, hence $v=0$, and $i-H$ is invertible.

```lean
/-- For a Hermitian Hamiltonian `H` the matrix `i - H` is invertible. -/
theorem isUnit_resolvent {H : Matrix n n ℂ} (hH : H.IsHermitian) :
    IsUnit (I • (1 : Matrix n n ℂ) - H) := by
  rw [Matrix.isUnit_iff_isUnit_det, isUnit_iff_ne_zero]
  intro hdet
  obtain ⟨v, hv, h0⟩ := Matrix.exists_mulVec_eq_zero_iff.mpr hdet
  -- a null vector would be an eigenvector of H with eigenvalue i
  have hHv : H *ᵥ v = I • v := by
    rw [Matrix.sub_mulVec, Matrix.smul_mulVec, Matrix.one_mulVec] at h0
    exact (sub_eq_zero.mp h0).symm
  have h1 : star v ⬝ᵥ (H *ᵥ v) = I * (star v ⬝ᵥ v) := by
    rw [hHv, dotProduct_smul, smul_eq_mul]
  have h2 : star v ⬝ᵥ (H *ᵥ v) = -I * (star v ⬝ᵥ v) := by
    have h3 : star v ᵥ* H = star (H *ᵥ v) := by rw [Matrix.star_mulVec, hH.eq]
    rw [Matrix.dotProduct_mulVec, h3, hHv, star_smul, smul_dotProduct, smul_eq_mul,
      Complex.star_def, Complex.conj_I]
  have h4 : (2 * I) * (star v ⬝ᵥ v) = 0 := by linear_combination h2 - h1
  have h5 : star v ⬝ᵥ v = 0 :=
    (mul_eq_zero.mp h4).resolve_left (mul_ne_zero two_ne_zero I_ne_zero)
  exact hv (dotProduct_star_self_eq_zero.mp h5)
```

Despite its name, `isUnit_resolvent` concerns $i-H$, the inverse of the resolvent. In the proof, `h1` and `h2` are the two evaluations of $v^\dagger Hv$, and the null vector comes from a vanishing determinant.

Now write $A=i-H$ and $G=A^{-1}$. Hermiticity gives $A-A^\dagger=2i$, so

$$G^\dagger-G = G(A-A^\dagger)G^\dagger = 2i\,GG^\dagger .$$

Therefore

$$SS^\dagger=(1-2iG)(1+2iG^\dagger)=1+2i(G^\dagger-G)+4GG^\dagger=1 .$$

```lean
/-- The scattering matrix of a Hermitian Hamiltonian is unitary. -/
theorem scatteringMatrix_unitary {H : Matrix n n ℂ} (hH : H.IsHermitian) :
    scatteringMatrix H ∈ Matrix.unitaryGroup n ℂ := by
  have hdet := (Matrix.isUnit_iff_isUnit_det _).mp (isUnit_resolvent hH)
  rw [Matrix.mem_unitaryGroup_iff, Matrix.star_eq_conjTranspose]
  unfold scatteringMatrix
  have hA : (I • (1 : Matrix n n ℂ) - H) - (I • (1 : Matrix n n ℂ) - H)ᴴ
      = (2 * I) • (1 : Matrix n n ℂ) := by
    rw [conjTranspose_sub, conjTranspose_smul, conjTranspose_one, hH.eq,
      Complex.star_def, Complex.conj_I]
    module
  generalize I • (1 : Matrix n n ℂ) - H = A at hdet hA ⊢
  have h1 : A⁻¹ * A = 1 := Matrix.nonsing_inv_mul A hdet
  have h2 : Aᴴ * (A⁻¹)ᴴ = 1 := by rw [← conjTranspose_mul, h1, conjTranspose_one]
  -- the resolvent identity
  have h3 : (A⁻¹)ᴴ - A⁻¹ = (2 * I) • (A⁻¹ * (A⁻¹)ᴴ) := by
    calc (A⁻¹)ᴴ - A⁻¹ = (A⁻¹ * A) * (A⁻¹)ᴴ - A⁻¹ * (Aᴴ * (A⁻¹)ᴴ) := by
          rw [h1, h2, one_mul, mul_one]
      _ = A⁻¹ * (A - Aᴴ) * (A⁻¹)ᴴ := by
          rw [mul_sub, sub_mul, mul_assoc A⁻¹ Aᴴ]
      _ = (2 * I) • (A⁻¹ * (A⁻¹)ᴴ) := by
          rw [hA, Matrix.mul_smul, mul_one, Matrix.smul_mul]
  have h4 : star (2 * I) = -(2 * I) := by simp
  rw [conjTranspose_sub, conjTranspose_one, conjTranspose_smul, h4, sub_mul, one_mul,
    mul_sub, mul_one, Matrix.smul_mul, Matrix.mul_smul, ← smul_comm, ← h3]
  module
```

Membership in `Matrix.unitaryGroup` expresses conservation of probability. The step `h3` is the resolvent identity, and the last rewriting expands the product.

Invertibility of $i-H$ alone would not suffice. A single site with $H=-i$, an absorbing level, has $i-H=2i$ and $S=0$: the incoming electron is lost.

## When the amplitudes are reciprocal

If $H^T=H$, then $A^T=A$, so $G^T=G$ and $S^T=S$. Conversely, $S^T=S$ gives $G^T=G$. Transposing $GA=1$ then gives $A^TG=1$, and

$$A^T=A^T(GA)=(A^TG)A=A,$$

so $H^T=H$.

```lean
/-- For a Hermitian Hamiltonian, the scattering matrix is symmetric (reciprocal) exactly when
the Hamiltonian is symmetric. -/
theorem reciprocal_iff {H : Matrix n n ℂ} (hH : H.IsHermitian) :
    (scatteringMatrix H)ᵀ = scatteringMatrix H ↔ Hᵀ = H := by
  have hdet := (Matrix.isUnit_iff_isUnit_det _).mp (isUnit_resolvent hH)
  have h1 := Matrix.nonsing_inv_mul _ hdet
  constructor
  · intro h
    unfold scatteringMatrix at h
    rw [transpose_sub, transpose_one, transpose_smul] at h
    have hG := smul_right_injective (Matrix n n ℂ)
      (mul_ne_zero two_ne_zero I_ne_zero : (2 * I : ℂ) ≠ 0) (sub_right_inj.mp h)
    -- a symmetric resolvent has a symmetric inverse
    have h2 := congrArg Matrix.transpose h1
    rw [transpose_mul, transpose_one, hG] at h2
    have h3 : (I • (1 : Matrix n n ℂ) - H)ᵀ = I • (1 : Matrix n n ℂ) - H := by
      calc (I • (1 : Matrix n n ℂ) - H)ᵀ
          = (I • (1 : Matrix n n ℂ) - H)ᵀ *
            ((I • (1 : Matrix n n ℂ) - H)⁻¹ * (I • (1 : Matrix n n ℂ) - H)) := by
            rw [h1, mul_one]
        _ = I • (1 : Matrix n n ℂ) - H := by rw [← mul_assoc, h2, one_mul]
    rw [transpose_sub, transpose_smul, transpose_one] at h3
    exact sub_right_inj.mp h3
  · intro h
    unfold scatteringMatrix
    rw [transpose_sub, transpose_one, transpose_smul, transpose_nonsing_inv,
      transpose_sub, transpose_smul, transpose_one, h]
```

For a Hermitian matrix, symmetric means real, and a real $H$ in the site basis is time-reversal symmetric for spinless electrons. The converse depends on the phases chosen for the site orbitals: two sites joined by an imaginary hopping enclose no flux, and changing the phase of one orbital makes that hopping real. The criterion concerns amplitudes, phases included; equal probabilities are a weaker property, as two leads show.

For a unitary $2\times2$ matrix, the first row and the first column are normalised:

$$|S_{00}|^2+|S_{01}|^2=1=|S_{00}|^2+|S_{10}|^2 .$$

Hence $|S_{01}|^2=|S_{10}|^2$, whatever the flux.

```lean
/-- With two single-channel leads, unitarity alone makes the transmission probabilities in the
two directions equal. -/
theorem two_lead_transmission {S : Matrix (Fin 2) (Fin 2) ℂ}
    (hS : S ∈ Matrix.unitaryGroup (Fin 2) ℂ) : normSq (S 0 1) = normSq (S 1 0) := by
  -- normalisation of the first row and of the first column
  have h1 := congrFun (congrFun (Matrix.mem_unitaryGroup_iff.mp hS) 0) 0
  have h2 := congrFun (congrFun (Matrix.mem_unitaryGroup_iff'.mp hS) 0) 0
  simp only [Matrix.mul_apply, Fin.sum_univ_two, Matrix.star_apply, Matrix.one_apply_eq,
    Complex.star_def] at h1 h2
  have h : (normSq (S 0 1) : ℂ) = normSq (S 1 0) := by
    rw [Complex.normSq_eq_conj_mul_self, Complex.normSq_eq_conj_mul_self]
    linear_combination h1 - h2
  exact_mod_cast h
```

Here `h1` and `h2` are the row and column conditions, and `normSq` is the squared modulus. When no electrons are lost, so that $S$ is unitary, a difference in transmission probability between single-channel leads therefore needs at least three of them.

## The ring solved for every hopping strength

Two steps forward around three sites equal one step back, so $P^2=P^T$ and $P^3=1$.

```lean
/-- Applying the cyclic permutation twice is the same as running it backwards. -/
theorem cyc_sq : cyc ^ 2 = cycᵀ := by
  rw [pow_two]
  ext i j
  fin_cases i <;> fin_cases j <;> simp [cyc, Matrix.mul_apply, Fin.sum_univ_three]
```

For the ring, $i-H=i(1-tP+tP^2)$. Using $P^3=1$,

$$(1-tP+tP^2)\big[(1+t^2)+(t+t^2)P+(t^2-t)P^2\big]=1+3t^2,$$

because the coefficients of $P$ and $P^2$ cancel. The denominator $1+3t^2$ is positive for real $t$. The inverse of $i-H$ is thus $-i/(1+3t^2)$ times the square bracket, and

$$S=\frac{(t^2-1)-2t(1+t)P+2t(1-t)P^2}{1+3t^2}.$$

```lean
/-- The scattering matrix of the three-site ring for every real hopping strength `t`. -/
theorem ring_scatteringMatrix (t : ℝ) :
    scatteringMatrix (ringH t) = (1 / (1 + 3 * (t : ℂ) ^ 2)) •
      (((t : ℂ) ^ 2 - 1) • (1 : Matrix (Fin 3) (Fin 3) ℂ)
        - (2 * (t : ℂ) * (1 + t)) • cyc + (2 * (t : ℂ) * (1 - t)) • cyc ^ 2) := by
  have hd : 1 + 3 * (t : ℂ) ^ 2 ≠ 0 := by
    have h : (1 + 3 * t ^ 2 : ℝ) ≠ 0 := by positivity
    exact_mod_cast h
  have hA : I • (1 : Matrix (Fin 3) (Fin 3) ℂ) - ringH t
      = I • (1 - (t : ℂ) • cyc + (t : ℂ) • cyc ^ 2) := by
    unfold ringH
    module
  have hDC : (1 - (t : ℂ) • cyc + (t : ℂ) • cyc ^ 2) *
      ((1 + (t : ℂ) ^ 2) • (1 : Matrix (Fin 3) (Fin 3) ℂ) + ((t : ℂ) + t ^ 2) • cyc
        + ((t : ℂ) ^ 2 - t) • cyc ^ 2) = (1 + 3 * (t : ℂ) ^ 2) • 1 := by
    rw [cyc_sq]
    ext i j
    fin_cases i <;> fin_cases j <;>
      simp [cyc, Matrix.mul_apply, Fin.sum_univ_three, Matrix.one_apply] <;> ring
  -- the resolvent is a combination of 1, P and P²
  have hinv := Matrix.inv_eq_right_inv (A := I • (1 : Matrix (Fin 3) (Fin 3) ℂ) - ringH t)
    (B := (-I / (1 + 3 * (t : ℂ) ^ 2)) •
      ((1 + (t : ℂ) ^ 2) • (1 : Matrix (Fin 3) (Fin 3) ℂ) + ((t : ℂ) + t ^ 2) • cyc
        + ((t : ℂ) ^ 2 - t) • cyc ^ 2)) (by
      rw [hA, Matrix.smul_mul, Matrix.mul_smul, hDC, smul_smul, smul_smul]
      have h : I * (-I / (1 + 3 * (t : ℂ) ^ 2) * (1 + 3 * (t : ℂ) ^ 2)) = 1 := by
        rw [div_mul_cancel₀ _ hd, mul_neg, I_mul_I, neg_neg]
      simp only [mul_assoc, h, one_smul])
  have hc : 2 * I * (-I / (1 + 3 * (t : ℂ) ^ 2)) = 2 / (1 + 3 * (t : ℂ) ^ 2) := by
    linear_combination (-2 / (1 + 3 * (t : ℂ) ^ 2)) * I_sq
  unfold scatteringMatrix
  rw [hinv, smul_smul, hc]
  match_scalars <;> field_simp <;> ring
```

The product is `hDC`, checked entry by entry. `Matrix.inv_eq_right_inv` turns it into the inverse, and the final line collects the coefficients of $1$, $P$ and $P^2$.

Reading off the entries,

$$S_{10}=-\frac{2t(1+t)}{1+3t^2},\qquad S_{01}=\frac{2t(1-t)}{1+3t^2},$$

$$|S_{10}|^2-|S_{01}|^2=\frac{4t^2\big[(1+t)^2-(1-t)^2\big]}{(1+3t^2)^2}=\frac{16t^3}{(1+3t^2)^2}.$$

```lean
/-- In the three-site ring the transmission probabilities from lead 0 to lead 1 and from lead 1
to lead 0 differ by `16 t³ / (1 + 3 t²)²`. -/
theorem ring_transmission_difference (t : ℝ) :
    normSq (scatteringMatrix (ringH t) 1 0) - normSq (scatteringMatrix (ringH t) 0 1)
      = 16 * t ^ 3 / (1 + 3 * t ^ 2) ^ 2 := by
  have h1 : scatteringMatrix (ringH t) 1 0
      = ((-(2 * t * (1 + t)) / (1 + 3 * t ^ 2) : ℝ) : ℂ) := by
    rw [ring_scatteringMatrix, cyc_sq]
    simp [cyc]
    ring
  have h2 : scatteringMatrix (ringH t) 0 1
      = ((2 * t * (1 - t) / (1 + 3 * t ^ 2) : ℝ) : ℂ) := by
    rw [ring_scatteringMatrix, cyc_sq]
    simp [cyc]
    ring
  rw [h1, h2, normSq_ofReal, normSq_ofReal, div_mul_div_comm, div_mul_div_comm,
    ← sub_div, ← pow_two (1 + 3 * t ^ 2)]
  congr 1
  ring
```

The difference is odd in $t$ and vanishes only at $t=0$, where the sites are disconnected.

## The two circulators

At $t=1$ the coefficients of $1$ and $P^2$ vanish, and that of $P$ is $-4/4$, so $S=-P$. The Hamiltonian is Hermitian, since

$$\big(i(P-P^T)\big)^\dagger=-i(P^T-P)=i(P-P^T).$$

```lean
/-- The Hamiltonian `H = i (P - P²)` is Hermitian, `i - H` is invertible, and the scattering
matrix is `-P`: each lead transmits fully into the next one. -/
theorem ideal_circulator :
    (I • (cyc - cyc ^ 2)).IsHermitian ∧
      IsUnit (I • (1 : Matrix (Fin 3) (Fin 3) ℂ) - I • (cyc - cyc ^ 2)) ∧
      scatteringMatrix (I • (cyc - cyc ^ 2)) = -cyc := by
  have hH : (I • (cyc - cyc ^ 2)).IsHermitian := by
    rw [cyc_sq]
    refine Matrix.IsHermitian.ext fun i j => ?_
    fin_cases i <;> fin_cases j <;> simp [cyc]
  refine ⟨hH, isUnit_resolvent hH, ?_⟩
  have h : I • (cyc - cyc ^ 2) = ringH 1 := by
    rw [ringH, ofReal_one, one_mul]
  rw [h, ring_scatteringMatrix, ofReal_one]
  module
```

The three parts of the theorem state that $H$ is Hermitian, that $i-H$ is invertible and that $S=-P$. The proof checks the first on entries, takes the second from the general result and obtains the third by setting $t=1$. The minus sign is a common phase: each transmission probability along the cycle is 1, and there is no reflection.

At $t=-1$ the flux is reversed. Now the coefficient of $P$ vanishes and that of $P^2$ is $-4/4$, so $S=-P^2=-P^T$, and the electrons circulate the other way.

```lean
/-- Reversing the sign of the imaginary hopping reverses the circulator: the scattering matrix
becomes `-Pᵀ`. -/
theorem reversed_circulator : scatteringMatrix (ringH (-1)) = -cycᵀ := by
  rw [ring_scatteringMatrix, ← cyc_sq, ofReal_neg, ofReal_one]
  module

end

end ThreeLeadCirculator
```

For Green's function calculations of quantum transport, this non-interacting three-site model at zero energy supplies closed-form values for checking the index order of $S$ together with the sign of the hopping phases. Reversing $t$ transposes $S$, so an error in both at once goes unnoticed.

```lean
#print axioms ThreeLeadCirculator.two_lead_transmission
-- 'ThreeLeadCirculator.two_lead_transmission' depends on axioms: [propext, Classical.choice, Quot.sound]
#print axioms ThreeLeadCirculator.ring_transmission_difference
-- 'ThreeLeadCirculator.ring_transmission_difference' depends on axioms: [propext, Classical.choice, Quot.sound]
#print axioms ThreeLeadCirculator.ideal_circulator
-- 'ThreeLeadCirculator.ideal_circulator' depends on axioms: [propext, Classical.choice, Quot.sound]
#print axioms ThreeLeadCirculator.reversed_circulator
-- 'ThreeLeadCirculator.reversed_circulator' depends on axioms: [propext, Classical.choice, Quot.sound]
```
